# The squared bond-centred diamond structure factor is 1, 0 or 1/2 at integer indices

Put the origin at the centre of a bond along [111] in diamond, and let S be the structure factor of the two atoms joined by that bond, each with amplitude 1/2. For a nonzero cubic lattice constant a and integer indices h, k, l,

S² = 1 if 4 divides h + k + l,
S² = 0 if h + k + l is 2 modulo 4,
S² = 1/2 if h + k + l is odd.

In a plane-wave calculation whose local potential is a sum of identical atomic potentials, the component of that potential at each reciprocal lattice vector is 2S times the component from one atom per primitive cell placed at the origin, so it vanishes where S = 0.

## Two atomic amplitudes about a bond centre

The atoms sit at τ and −τ, and the wave vector is G:

τ = (a/8)(1, 1, 1),
G = (2π/a)(h, k, l).

For amplitudes fA at τ and fB at −τ, the structure factor is

F = fA exp(−iG·τ) + fB exp(iG·τ).

Diamond is the case fA = fB = 1/2, and F is then called S. Many texts put the origin on an atom and omit the factor 1/2, which changes the phase and doubles the size.

```lean
import Mathlib

open Matrix
open scoped Real

namespace BondCentredDiamond

noncomputable section

/-- The wave vector `G = (2π/a)(h, k, l)` for a cubic lattice constant `a ≠ 0`. -/
def waveVector (a : ℝ) (h k l : ℤ) : Fin 3 → ℝ :=
  ![2 * π / a * h, 2 * π / a * k, 2 * π / a * l]

/-- Half the bond vector, `τ = (a/8)(1, 1, 1)`: the position of one atom seen from the
bond centre. -/
def halfBond (a : ℝ) : Fin 3 → ℝ := fun _ => a / 8

/-- The structure factor at `G` of an atom of amplitude `fA` at `τ` and an atom of
amplitude `fB` at `-τ`. -/
def structureFactor (fA fB : ℝ) (G τ : Fin 3 → ℝ) : ℂ :=
  fA * Complex.exp (-(((G ⬝ᵥ τ : ℝ) : ℂ) * Complex.I)) +
    fB * Complex.exp (((G ⬝ᵥ τ : ℝ) : ℂ) * Complex.I)

/-- The normalised diamond structure factor: two equal atoms of amplitude `1/2`, with the
origin at the bond centre and lattice constant `a ≠ 0`. -/
def diamondFactor (a : ℝ) (h k l : ℤ) : ℂ :=
  structureFactor (1 / 2) (1 / 2) (waveVector a h k l) (halfBond a)
```

Vectors are functions `Fin 3 → ℝ`, and `⬝ᵥ` is their dot product. F is `structureFactor`, a complex number, and S is `diamondFactor`. In F the amplitudes stand for atomic form factors at the chosen G; in S the common form factor is divided out, and 1/2 is a normalisation. The step from here to a real crystal is to treat its charge or potential as a sum of rigid atoms, identical in diamond, which neglects the charge that gathers in the bonds.

## A nonzero lattice constant

Physically, a is the edge of the cubic cell and is positive; the theorems need only a ≠ 0. The derivation uses this when the length cancels from the phase:

G·τ = (2π/a)(a/8)(h + k + l) = π(h + k + l)/4.

```lean
/-- For a nonzero lattice constant, the phase of the atom at `τ` is
`G · τ = π(h + k + l)/4`. -/
theorem phase_eq {a : ℝ} (ha : a ≠ 0) (h k l : ℤ) :
    waveVector a h k l ⬝ᵥ halfBond a = π * ((h + k + l : ℤ) : ℝ) / 4 := by
  have e : a⁻¹ * a = 1 := inv_mul_cancel₀ ha
  have s : waveVector a h k l ⬝ᵥ halfBond a =
      2 * π / a * h * (a / 8) + 2 * π / a * k * (a / 8) + 2 * π / a * l * (a / 8) := by
    simp [waveVector, halfBond, dotProduct, Fin.sum_univ_three]
  rw [s]
  push_cast
  -- the lattice constant cancels
  linear_combination (π * (h + k + l) / 4) * e
```

The proof first writes the dot product as three terms. It then uses `ha` to obtain a⁻¹a = 1, and `linear_combination` multiplies that identity by the phase. Later theorems use `ha` only through `phase_eq`.

At a = 0, Lean's division by zero returns 0, so G = 0 and S² = 1 for all indices; the values 0 and 1/2 would then be wrong.

## The residue of the index sum modulo 4

Write n = h + k + l and x = πn/4. The integer n fixes the phase between the two atomic waves, 2x = πn/2, in steps of a right angle. The double-angle formula is

cos² x = 1/2 + cos(2x)/2.

The three cases follow, with m an integer:

n = 4m: 2x = 2πm, cos(2x) = 1, cos² x = 1.
n = 4m + 2: 2x = 2πm + π, cos(2x) = −1, cos² x = 0.
n = 2m + 1: 2x = πm + π/2, cos(2x) = −sin(πm) = 0, cos² x = 1/2.

```lean
/-- The squared cosine of `πn/4` is `1` if `4` divides the integer `n`, `0` if `n` is `2`
modulo `4`, and `1/2` if `n` is odd. -/
theorem cos_sq_quarter (n : ℤ) :
    (4 ∣ n → Real.cos (π * (n : ℝ) / 4) ^ 2 = 1) ∧
    (n % 4 = 2 → Real.cos (π * (n : ℝ) / 4) ^ 2 = 0) ∧
    (Odd n → Real.cos (π * (n : ℝ) / 4) ^ 2 = 1 / 2) := by
  -- in each case the doubled angle is a multiple of a right angle
  refine ⟨fun hn => ?_, fun hn => ?_, fun hn => ?_⟩
  · obtain ⟨m, rfl⟩ := hn
    have e : 2 * (π * ((4 * m : ℤ) : ℝ) / 4) = m * (2 * π) := by
      push_cast
      ring
    rw [Real.cos_sq, e, Real.cos_int_mul_two_pi]
    norm_num
  · obtain ⟨m, rfl⟩ : ∃ m, n = 4 * m + 2 := ⟨n / 4, by omega⟩
    have e : 2 * (π * ((4 * m + 2 : ℤ) : ℝ) / 4) = m * (2 * π) + π := by
      push_cast
      ring
    rw [Real.cos_sq, e, Real.cos_add_pi, Real.cos_int_mul_two_pi]
    norm_num
  · obtain ⟨m, rfl⟩ := hn
    have e : 2 * (π * ((2 * m + 1 : ℤ) : ℝ) / 4) = m * π + π / 2 := by
      push_cast
      ring
    rw [Real.cos_sq, e, Real.cos_add_pi_div_two, Real.sin_int_mul_pi]
    norm_num
```

Each branch writes n in terms of m, computes the doubled angle as `e`, and applies `Real.cos_sq`. Lean's remainder `n % 4` is never negative here, so negative sums are included; n = −2 belongs to the second case.

If n need not be an integer, other values appear: n = 2/3 gives x = π/6 and cos² x = 3/4.

## Equal amplitudes on the two atoms

In diamond both atoms are the same element. The derivation uses this in Euler's formula, where the sine terms cancel:

S = (exp(−ix) + exp(ix))/2 = cos x.

Hence S is real, S² is also |S|², and the three values of cos² x are those of S².

```lean
/-- Two atoms of amplitude `1/2` at `±τ` have the real structure factor `cos (G · τ)`. -/
theorem equal_atoms_eq_cos (G τ : Fin 3 → ℝ) :
    structureFactor (1 / 2) (1 / 2) G τ = ((Real.cos (G ⬝ᵥ τ) : ℝ) : ℂ) := by
  unfold structureFactor
  generalize G ⬝ᵥ τ = x
  rw [Complex.ofReal_cos, Complex.cos, neg_mul]
  push_cast
  ring

/-- For a nonzero lattice constant, the square of the bond-centred diamond structure factor
is `1` if `4` divides `h + k + l`, `0` if `h + k + l` is `2` modulo `4`, and `1/2` if
`h + k + l` is odd. -/
theorem diamondFactor_sq {a : ℝ} (ha : a ≠ 0) (h k l : ℤ) :
    (4 ∣ h + k + l → diamondFactor a h k l ^ 2 = 1) ∧
    ((h + k + l) % 4 = 2 → diamondFactor a h k l ^ 2 = 0) ∧
    (Odd (h + k + l) → diamondFactor a h k l ^ 2 = 1 / 2) := by
  obtain ⟨c1, c2, c3⟩ := cos_sq_quarter (h + k + l)
  rw [diamondFactor, equal_atoms_eq_cos, phase_eq ha, ← Complex.ofReal_pow]
  refine ⟨fun hn => ?_, fun hn => ?_, fun hn => ?_⟩
  · rw [c1 hn]
    norm_num
  · rw [c2 hn]
    norm_num
  · rw [c3 hn]
    norm_num
```

The first proof replaces the dot product by a single letter and unfolds the complex cosine into its exponentials. The second combines this cosine with `phase_eq` and `cos_sq_quarter`.

For a numerical instance take a = 8, so that τ = (1, 1, 1). At (h, k, l) = (1, 1, 1), G = (π/4)(1, 1, 1), so

G·τ = 3π/4, S = −1/√2, S² = 1/2.

At (2, 0, 0) the phase is π/2 and S² = 0; at (2, 2, 0) it is π, S = −1 and S² = 1.

Without equal amplitudes the zero can disappear: fA = 1 and fB = 0 give |F|² = 1 at every G.

## Indices of equal parity

The reciprocal lattice vectors of the face-centred cubic lattice are those with h, k, l all even or all odd. The three values above hold without this condition. It enters when S² = 1/2 is to identify the odd indices: three even numbers have an even sum, which gives 1 or 0, and three odd numbers have an odd sum.

```lean
/-- For a nonzero lattice constant and indices `h, k, l` of equal parity, the squared diamond
structure factor is `1/2` exactly when the indices are odd. -/
theorem diamondFactor_sq_eq_half_iff {a : ℝ} (ha : a ≠ 0) {h k l : ℤ}
    (hk : h % 2 = k % 2) (kl : k % 2 = l % 2) :
    diamondFactor a h k l ^ 2 = 1 / 2 ↔ Odd h := by
  obtain ⟨c1, c2, c3⟩ := diamondFactor_sq ha h k l
  constructor
  · intro hS
    by_contra ho
    rw [Int.odd_iff] at ho
    -- even indices have an even sum, which gives 1 or 0
    have hc : 4 ∣ h + k + l ∨ (h + k + l) % 4 = 2 := by omega
    rcases hc with hc | hc
    · rw [c1 hc] at hS
      norm_num at hS
    · rw [c2 hc] at hS
      norm_num at hS
  · intro ho
    rw [Int.odd_iff] at ho
    exact c3 (Int.odd_iff.mpr (by omega))
```

The hypotheses `hk` and `kl` together state equal parity, so `Odd h` means that all three indices are odd. The tactic `omega` does the parity arithmetic in both directions.

If `kl` is omitted, (0, 0, 1) is a counter-example: S² = 1/2 although h is even. What it shows to be needed is that k and l have equal parity.

## Real amplitudes on unlike atoms

Zincblende has the same geometry with two elements. Real amplitudes mean that neither atom adds a phase of its own, apart from a possible change of sign. Euler's formula gives

F = (fA + fB) cos x + i(fB − fA) sin x.

Because the amplitudes are real, these are the real and imaginary parts, and

|F|² = (fA + fB)² cos² x + (fA − fB)² sin² x.

With sin² x = 1 − cos² x, the three cases give (fA + fB)², (fA − fB)² and, for odd n,

[(fA + fB)² + (fA − fB)²]/2 = fA² + fB².

```lean
/-- For real amplitudes, the intensity of two atoms at `±τ` is the squared sum of the amplitudes
weighted by `cos² (G · τ)` plus the squared difference weighted by `sin² (G · τ)`. -/
theorem intensity_eq (fA fB : ℝ) (G τ : Fin 3 → ℝ) :
    ‖structureFactor fA fB G τ‖ ^ 2 =
      (fA + fB) ^ 2 * Real.cos (G ⬝ᵥ τ) ^ 2 + (fA - fB) ^ 2 * Real.sin (G ⬝ᵥ τ) ^ 2 := by
  unfold structureFactor
  generalize G ⬝ᵥ τ = x
  -- split into real and imaginary parts by Euler's formula
  have e : (fA : ℂ) * Complex.exp (-((x : ℂ) * Complex.I)) +
      fB * Complex.exp ((x : ℂ) * Complex.I) =
      (((fA + fB) * Real.cos x : ℝ) : ℂ) +
        (((fB - fA) * Real.sin x : ℝ) : ℂ) * Complex.I := by
    rw [← neg_mul, Complex.exp_mul_I, Complex.exp_mul_I, Complex.cos_neg, Complex.sin_neg]
    push_cast
    ring
  rw [e, Complex.sq_norm, Complex.normSq_add_mul_I]
  ring

/-- For a nonzero lattice constant and real amplitudes `fA` and `fB`, the zincblende intensity is
`(fA + fB)²` if `4` divides `h + k + l`, `(fA - fB)²` if `h + k + l` is `2` modulo `4`, and
`fA² + fB²` if `h + k + l` is odd. -/
theorem zincblende_intensity {a : ℝ} (ha : a ≠ 0) (fA fB : ℝ) (h k l : ℤ) :
    (4 ∣ h + k + l →
      ‖structureFactor fA fB (waveVector a h k l) (halfBond a)‖ ^ 2 = (fA + fB) ^ 2) ∧
    ((h + k + l) % 4 = 2 →
      ‖structureFactor fA fB (waveVector a h k l) (halfBond a)‖ ^ 2 = (fA - fB) ^ 2) ∧
    (Odd (h + k + l) →
      ‖structureFactor fA fB (waveVector a h k l) (halfBond a)‖ ^ 2 = fA ^ 2 + fB ^ 2) := by
  obtain ⟨c1, c2, c3⟩ := cos_sq_quarter (h + k + l)
  rw [intensity_eq, phase_eq ha, Real.sin_sq]
  refine ⟨fun hn => ?_, fun hn => ?_, fun hn => ?_⟩
  · rw [c1 hn]
    ring
  · rw [c2 hn]
    ring
  · rw [c3 hn]
    ring

end

end BondCentredDiamond
```

In `intensity_eq`, the identity `e` is the split into real and imaginary parts, and `Complex.normSq_add_mul_I` adds their squares. The final theorem inserts the phase and the three cosine values.

With complex amplitudes, as for absorbing atoms, the odd case can fail even with moduli in place of the amplitudes: fA = 1, fB = i and n = 1 give F = 0, whereas |fA|² + |fB|² = 2.

```lean
#print axioms BondCentredDiamond.diamondFactor_sq
#print axioms BondCentredDiamond.diamondFactor_sq_eq_half_iff
#print axioms BondCentredDiamond.zincblende_intensity
```

```
'BondCentredDiamond.diamondFactor_sq' depends on axioms: [propext, Classical.choice, Quot.sound]
'BondCentredDiamond.diamondFactor_sq_eq_half_iff' depends on axioms: [propext, Classical.choice, Quot.sound]
'BondCentredDiamond.zincblende_intensity' depends on axioms: [propext, Classical.choice, Quot.sound]
```
